# The solvent Stokes shift of a point dipole in a spherical cavity with fast and slow reaction fields

A solute is represented by a point dipole $\mu\in\mathbb R^3$ at the centre of a sphere of radius $a>0$. The relative permittivity is 1 inside the sphere, and outside is a uniform dielectric of relative permittivity $\varepsilon>0$. Units are Gaussian, so the bare dipole has potential $\mu\cdot x/|x|^3$. The polarised solvent acts back on the solute through a uniform reaction field $R$. The potentials are taken to be

$$
\frac{\mu\cdot x}{|x|^3}-R\cdot x\quad(|x|<a),\qquad \frac{m\cdot x}{|x|^3}\quad(|x|>a),
$$

where $m$ is the dipole that would produce the outer potential in vacuum. We write

$$
f(\varepsilon)=\frac{2(\varepsilon-1)}{(2\varepsilon+1)a^3}.
$$

For spectra we need two permittivities, $1<\varepsilon_f<\varepsilon_s$. The first describes the fast, mainly electronic response of the solvent, and the second its full static response, which includes molecular reorientation. The reaction field is split into a fast part $F$ and a slow part $S$, and the free energy of a solute state with gas-phase energy $E$ and dipole $\mu$ is postulated to be

$$
G=E-\mu\cdot(F+S)+\frac{|F|^2}{2k}+\frac{|S|^2}{2h},\qquad k=f(\varepsilon_f),\quad h=f(\varepsilon_s)-f(\varepsilon_f).
$$

The quadratic terms are the work of polarising a linear solvent. The constant $k$ is the response of a solvent that has only its fast polarisation, and $h$ is what reorientation adds. A field is equilibrated when it minimises $G$.

## From boundary matching to the shift

The first claim is that the potential and the $\varepsilon$-weighted radial derivative match over the whole wall exactly when $R=f(\varepsilon)\mu$ and $m=3\mu/(2\varepsilon+1)$.

Fix a unit vector $n$ and set $p=\mu\cdot n$, $q=R\cdot n$, $s=m\cdot n$. At $x=rn$ the inner potential is $p/r^2-rq$ and the outer one is $s/r^2$. Matching at $r=a$ gives

$$
\frac{p}{a^2}-aq=\frac{s}{a^2},\qquad -\frac{2p}{a^3}-q=-\frac{2\varepsilon s}{a^3},
$$

or, after clearing denominators, $p-a^3q=s$ and $2p+a^3q=2\varepsilon s$. Adding the two gives $s=3p/(2\varepsilon+1)$, and then $a^3q=p-s=2(\varepsilon-1)p/(2\varepsilon+1)$, so $q=f(\varepsilon)p$. These steps can be reversed. Since $n$ is arbitrary, the projections determine the vectors $R$ and $m$.

Because $f(\varepsilon)=a^{-3}\bigl(1-3/(2\varepsilon+1)\bigr)$ increases with $\varepsilon$ and vanishes at $\varepsilon=1$, both $k$ and $h$ are positive. Completing squares,

$$
G=E-\frac{k+h}{2}|\mu|^2+\frac{|F-k\mu|^2}{2k}+\frac{|S-h\mu|^2}{2h}.
$$

The unique minimiser is $F=k\mu$, $S=h\mu$, with total field $(k+h)\mu=f(\varepsilon_s)\mu$, as static matching demands. If $S$ is frozen, the minimum over $F$ is still at $k\mu$.

Now let the solute jump from state $i$ to state $j$. The initial fields are $k\mu_i$ and $h\mu_i$, and the final ones are $k\mu_j$ and $h\mu_i$. Hence

$$
\begin{aligned}
\Delta G_{i\to j}&=\Bigl(E_j-\tfrac k2|\mu_j|^2-h\,\mu_i\cdot\mu_j+\tfrac h2|\mu_i|^2\Bigr)-\Bigl(E_i-\tfrac{k+h}{2}|\mu_i|^2\Bigr)\\
&=E_j-E_i-h\,\mu_i\cdot(\mu_j-\mu_i)-\tfrac k2\bigl(|\mu_j|^2-|\mu_i|^2\bigr).
\end{aligned}
$$

The absorption energy is $\Delta G_{g\to e}$ and the emission energy is $-\Delta G_{e\to g}$, with $g$ the ground and $e$ the excited state. Their difference is $\Delta G_{g\to e}+\Delta G_{e\to g}$, in which the gas-phase energies and the $k$ terms cancel:

$$
-h\,\mu_g\cdot(\mu_e-\mu_g)-h\,\mu_e\cdot(\mu_g-\mu_e)=\bigl(f(\varepsilon_s)-f(\varepsilon_f)\bigr)|\mu_e-\mu_g|^2 .
$$

As $\varepsilon_s\to\infty$ at fixed $\varepsilon_f$, the prefactor tends to $3/\bigl((2\varepsilon_f+1)a^3\bigr)$, so even an extremely polar solvent gives a finite shift.

The formula assumes that the slow field has relaxed before emission; equilibrating only the fast field of the emitting state is not enough in general. Suppose emission occurs while $S$ is still $h\mu_g$. It then runs between the same two configurations as absorption, and the difference is zero, although the formula gives a positive number whenever $\mu_e\ne\mu_g$.

The formula bears on excitation energies from state-specific continuum solvent models, in which the fast field follows the dipole of the final state, in the special case of a spherical cavity and a point dipole whose value in each state does not respond to the solvent.

## The cavity and the solvent fields in Lean

```lean
import Mathlib

open scoped InnerProductSpace

namespace NonequilibriumSolvation

noncomputable section
```

Dipoles, fields and positions are all vectors of Euclidean three-space.

```lean
/-- Vectors of three-dimensional space. -/
abbrev Vec := EuclideanSpace ℝ (Fin 3)
```

The factor $f(\varepsilon)$ takes the radius as its first argument.

```lean
/-- The reaction-field factor `f(ε) = 2(ε-1)/((2ε+1)a³)` of a spherical cavity, for `a > 0`
and `ε > 0`. -/
def reactionFactor (a ε : ℝ) : ℝ := 2 * (ε - 1) / ((2 * ε + 1) * a ^ 3)

/-- The potential of a point dipole `μ` at the origin, for `x ≠ 0`. -/
def dipolePotential (μ x : Vec) : ℝ := ⟪μ, x⟫_ℝ / ‖x‖ ^ 3
```

The matching condition is stated at one wall point $an$. Both potentials are given by formulas that are smooth across $r=a$, so the ordinary derivative `deriv` at $a$ agrees with the one-sided derivative that the physics requires. The form of the two potentials is built into the definition, so what is determined is $R$ and $m$ within that form.

```lean
/-- Boundary conditions at the point `a n` of the cavity wall: the potential of `μ` and a uniform
field `R` inside joins that of a dipole `m` outside, in value and in `ε`-weighted radial
derivative. -/
def MatchesAt (a ε : ℝ) (μ R m n : Vec) : Prop :=
  dipolePotential μ (a • n) - ⟪R, a • n⟫_ℝ = dipolePotential m (a • n) ∧
  deriv (fun r : ℝ => dipolePotential μ (r • n) - ⟪R, r • n⟫_ℝ) a
    = ε * deriv (fun r : ℝ => dipolePotential m (r • n)) a
```

The free energy has no direct coupling between $F$ and $S$; each interacts only with the dipole. Here `k` and `h` are free parameters, which receive their dielectric values later. Each is a reaction field per unit dipole, with the dimension of an inverse volume, and the word "polarisabilities" in the docstring is meant in this sense.

```lean
/-- Free energy of a solute with gas-phase energy `E` and dipole `μ` in a fast solvent field `F`
and a slow one `S`, with polarisabilities `k > 0` and `h > 0` of the two solvent responses. -/
def freeEnergy (k h E : ℝ) (μ F S : Vec) : ℝ :=
  E - ⟪μ, F + S⟫_ℝ + ‖F‖ ^ 2 / (2 * k) + ‖S‖ ^ 2 / (2 * h)
```

The two notions of equilibrium are minimisation statements and contain no formula for the fields. In the first, `S` is the same on both sides of the inequality, which is what freezing means.

```lean
/-- The fast field minimises the free energy while the slow field is frozen. -/
def FastEquilibrated (k h E : ℝ) (μ F S : Vec) : Prop :=
  ∀ F', freeEnergy k h E μ F S ≤ freeEnergy k h E μ F' S

/-- The fast and slow fields together minimise the free energy. -/
def FullyEquilibrated (k h E : ℝ) (μ F S : Vec) : Prop :=
  ∀ F' S', freeEnergy k h E μ F S ≤ freeEnergy k h E μ F' S'
```

## The reaction field from the wall conditions

Along a ray the dipole potential reduces to $\mu\cdot n/r^2$, because $|rn|=r$ for $r>0$.

```lean
/-- Along a unit direction `n`, the dipole potential at distance `r > 0` is `μ·n / r²`. -/
theorem dipole_radial {r : ℝ} (hr : 0 < r) {μ n : Vec} (hn : ‖n‖ = 1) :
    dipolePotential μ (r • n) = ⟪μ, n⟫_ℝ / (r * r) := by
  unfold dipolePotential
  rw [real_inner_smul_right, norm_smul, hn, Real.norm_eq_abs, abs_of_pos hr, mul_one,
    div_eq_div_iff (by positivity) (by positivity)]
  ring
```

The quotient rule gives the radial derivative. The reduced formula holds only for positive $r$, so the proof transfers the derivative through equality in a neighbourhood of $a$.

```lean
/-- Along a unit direction `n`, the radial derivative of the dipole potential at distance `a > 0`
is `-2 μ·n / a³`. -/
theorem dipole_radial_deriv {a : ℝ} (ha : 0 < a) {μ n : Vec} (hn : ‖n‖ = 1) :
    HasDerivAt (fun r : ℝ => dipolePotential μ (r • n)) (-2 * ⟪μ, n⟫_ℝ / a ^ 3) a := by
  have h := (hasDerivAt_const a ⟪μ, n⟫_ℝ).fun_div
    ((hasDerivAt_id' a).fun_mul (hasDerivAt_id' a)) (by positivity)
  refine (h.congr_deriv ?_).congr_of_eventuallyEq ?_
  · rw [div_eq_div_iff (by positivity) (by positivity)]
    ring
  · filter_upwards [Ioi_mem_nhds ha] with r hr
    exact dipole_radial hr hn
```

The matching theorem is an equivalence: the conditions in every unit direction `n` hold if and only if `R` and `m` have the stated values. Its proof has three auxiliary statements. `scalar` solves the pair of equations for $p,q,s$, where `e1` and `e2` are the equations with denominators cleared and each `linear_combination` eliminates one unknown. `key` computes the derivatives in `MatchesAt` and reduces it to that pair. `ext` recovers a vector from its projections: if $v\neq w$, testing along the normalised difference $(v-w)/|v-w|$ gives a contradiction.

```lean
/-- For `a > 0` and `ε > 0`, the boundary conditions hold over the whole cavity wall exactly when
the reaction field is `f(ε) μ` and the outer dipole is `3μ/(2ε+1)`. -/
theorem reaction_field_iff {a ε : ℝ} (ha : 0 < a) (hε : 0 < ε) (μ R m : Vec) :
    (∀ n, ‖n‖ = 1 → MatchesAt a ε μ R m n) ↔
      R = reactionFactor a ε • μ ∧ m = (3 / (2 * ε + 1)) • μ := by
  have hd : 2 * ε + 1 ≠ 0 := by positivity
  -- the two linear equations along one direction
  have scalar : ∀ p q s : ℝ, (p / (a * a) - a * q = s / (a * a) ∧
      -2 * p / a ^ 3 - q = ε * (-2 * s / a ^ 3)) ↔
      (q = reactionFactor a ε * p ∧ s = 3 / (2 * ε + 1) * p) := by
    intro p q s
    unfold reactionFactor
    constructor
    · rintro ⟨h1, h2⟩
      have e1 : p - a ^ 3 * q = s := by
        field_simp at h1
        linarith
      have e2 : 2 * p + a ^ 3 * q = 2 * ε * s := by
        field_simp at h2
        linarith
      constructor
      · rw [div_mul_eq_mul_div, eq_div_iff (by positivity)]
        linear_combination e2 - 2 * ε * e1
      · rw [div_mul_eq_mul_div, eq_div_iff hd]
        linear_combination -e2 - e1
    · rintro ⟨rfl, rfl⟩
      constructor <;> field_simp <;> ring
  have key : ∀ n, ‖n‖ = 1 → (MatchesAt a ε μ R m n ↔
      (⟪R, n⟫_ℝ = reactionFactor a ε * ⟪μ, n⟫_ℝ ∧
        ⟪m, n⟫_ℝ = 3 / (2 * ε + 1) * ⟪μ, n⟫_ℝ)) := by
    intro n hn
    have hR : HasDerivAt (fun r : ℝ => ⟪R, r • n⟫_ℝ) ⟪R, n⟫_ℝ a := by
      have e : (fun r : ℝ => ⟪R, r • n⟫_ℝ) = fun r : ℝ => r * ⟪R, n⟫_ℝ :=
        funext fun r => real_inner_smul_right _ _ _
      rw [e]
      simpa only [one_mul] using (hasDerivAt_id' a).mul_const ⟪R, n⟫_ℝ
    unfold MatchesAt
    rw [((dipole_radial_deriv ha hn).fun_sub hR).deriv, (dipole_radial_deriv ha hn).deriv,
      dipole_radial ha hn, dipole_radial ha hn, real_inner_smul_right]
    exact scalar _ _ _
  -- a vector is fixed by its projections on unit directions
  have ext : ∀ v w : Vec, (∀ n, ‖n‖ = 1 → ⟪v, n⟫_ℝ = ⟪w, n⟫_ℝ) → v = w := by
    intro v w h
    by_contra hne
    have hN : ‖v - w‖ ≠ 0 := norm_ne_zero_iff.2 (sub_ne_zero.2 hne)
    have h1 := h (‖v - w‖⁻¹ • (v - w)) (by
      rw [norm_smul, norm_inv, norm_norm, inv_mul_cancel₀ hN])
    rw [real_inner_smul_right, real_inner_smul_right] at h1
    have h2 := mul_left_cancel₀ (inv_ne_zero hN) h1
    have h3 : ⟪v - w, v - w⟫_ℝ = 0 := by rw [inner_sub_left, h2, sub_self]
    rw [real_inner_self_eq_norm_sq] at h3
    exact pow_ne_zero 2 hN h3
  constructor
  · intro h
    constructor
    · refine ext _ _ fun n hn => ?_
      rw [real_inner_smul_left]
      exact ((key n hn).1 (h n hn)).1
    · refine ext _ _ fun n hn => ?_
      rw [real_inner_smul_left]
      exact ((key n hn).1 (h n hn)).2
  · rintro ⟨rfl, rfl⟩ n hn
    exact (key n hn).2 ⟨real_inner_smul_left _ _ _, real_inner_smul_left _ _ _⟩
```

## Equilibrium as a minimum

Positivity and monotonicity of $f$ supply the signs of $k$ and $h$. The comparison of the two fractions is made by cross-multiplication.

```lean
/-- For `a > 0` and `1 < ε < ε'`, the reaction-field factor is positive at `ε` and larger
at `ε'`. -/
theorem reactionFactor_pos_lt {a ε ε' : ℝ} (ha : 0 < a) (h1 : 1 < ε) (h2 : ε < ε') :
    0 < reactionFactor a ε ∧ reactionFactor a ε < reactionFactor a ε' := by
  have hε : 0 < ε := by linarith
  have hε' : 0 < ε' := by linarith
  have h3 : 0 < ε - 1 := by linarith
  unfold reactionFactor
  refine ⟨by positivity, ?_⟩
  rw [div_lt_div_iff₀ (by positivity) (by positivity)]
  nlinarith [mul_pos (pow_pos ha 3) (sub_pos.2 h2)]
```

The completed square is an identity, obtained by expanding the squared norms.

```lean
/-- Completing the squares: for `k, h > 0` the free energy is a constant plus the cost of
displacing the fast field from `k μ` and the slow field from `h μ`. -/
theorem freeEnergy_eq {k h : ℝ} (hk : 0 < k) (hh : 0 < h) (E : ℝ) (μ F S : Vec) :
    freeEnergy k h E μ F S = E - (k + h) / 2 * ‖μ‖ ^ 2
      + ‖F - k • μ‖ ^ 2 / (2 * k) + ‖S - h • μ‖ ^ 2 / (2 * h) := by
  unfold freeEnergy
  simp only [norm_sub_sq_real, inner_add_right, real_inner_smul_right, norm_smul, mul_pow,
    Real.norm_eq_abs, sq_abs, real_inner_comm μ F, real_inner_comm μ S]
  field_simp
  ring
```

The minimisers can now be read off in both directions. If a field is equilibrated, comparing it with the candidate $k\mu$ or $h\mu$ forces the corresponding square to be non-positive, and `zero` turns this into equality of vectors. Conversely, `nn` says that any displacement from the candidate costs a non-negative amount. The fast minimiser is $k\mu$ whatever the frozen `S` may be.

```lean
/-- For `k, h > 0`, the fast field is equilibrated exactly when it is `k μ`, and both fields are
equilibrated exactly when they are `k μ` and `h μ`. -/
theorem equilibrated_iff {k h : ℝ} (hk : 0 < k) (hh : 0 < h) (E : ℝ) (μ F S : Vec) :
    (FastEquilibrated k h E μ F S ↔ F = k • μ) ∧
    (FullyEquilibrated k h E μ F S ↔ F = k • μ ∧ S = h • μ) := by
  have zero : ∀ (c : ℝ) (v w : Vec), 0 < c → ‖v - w‖ ^ 2 / (2 * c) ≤ 0 → v = w := by
    intro c v w hc hle
    by_contra hne
    have hp : 0 < ‖v - w‖ := norm_pos_iff.2 (sub_ne_zero.2 hne)
    have : 0 < ‖v - w‖ ^ 2 / (2 * c) := by positivity
    linarith
  have z : ∀ (c : ℝ) (v : Vec), ‖v - v‖ ^ 2 / (2 * c) = 0 := by
    intro c v
    rw [sub_self, norm_zero]
    ring
  have nn : ∀ (c : ℝ) (v : Vec), 0 < c → 0 ≤ ‖v‖ ^ 2 / (2 * c) := by
    intro c v hc
    positivity
  refine ⟨⟨fun H => ?_, ?_⟩, ⟨fun H => ?_, ?_⟩⟩
  · have h1 := H (k • μ)
    rw [freeEnergy_eq hk hh, freeEnergy_eq hk hh, z] at h1
    exact zero k _ _ hk (by linarith)
  · rintro rfl F'
    rw [freeEnergy_eq hk hh, freeEnergy_eq hk hh, z]
    linarith [nn k (F' - k • μ) hk]
  · have h1 := H (k • μ) (h • μ)
    rw [freeEnergy_eq hk hh, freeEnergy_eq hk hh, z, z] at h1
    have h2 := nn k (F - k • μ) hk
    have h3 := nn h (S - h • μ) hh
    exact ⟨zero k _ _ hk (by linarith), zero h _ _ hh (by linarith)⟩
  · rintro ⟨rfl, rfl⟩ F' S'
    rw [freeEnergy_eq hk hh, freeEnergy_eq hk hh, z, z]
    linarith [nn k (F' - k • μ) hk, nn h (S' - h • μ) hh]
```

The next theorem ties the postulated free energy to electrostatics: with the dielectric values of $k$ and $h$, the fully equilibrated total field `F + S` satisfies the wall conditions for `εs`.

```lean
/-- For `a > 0` and `1 < εf < εs`, the total field of the fully equilibrated solvent satisfies
the boundary conditions of the cavity with the static permittivity `εs`. -/
theorem equilibrium_field_matches {a εf εs E : ℝ} (ha : 0 < a) (h1 : 1 < εf) (h2 : εf < εs)
    {μ F S : Vec} (H : FullyEquilibrated (reactionFactor a εf)
      (reactionFactor a εs - reactionFactor a εf) E μ F S) {n : Vec} (hn : ‖n‖ = 1) :
    MatchesAt a εs μ (F + S) ((3 / (2 * εs + 1)) • μ) n := by
  obtain ⟨hk, hlt⟩ := reactionFactor_pos_lt ha h1 h2
  obtain ⟨hF, hS⟩ := (equilibrated_iff hk (sub_pos.2 hlt) E μ F S).2.1 H
  refine (reaction_field_iff ha (by linarith) μ (F + S) _).2 ⟨?_, rfl⟩ n hn
  rw [hF, hS, ← add_smul, add_sub_cancel]
```

## Vertical transitions and their difference

The vertical energy is stated for arbitrary states `i` and `j`. The hypothesis `hi` equilibrates both fields with the initial dipole. The hypothesis `hj` equilibrates a new fast field `F'` with the final dipole, while the same `S` appears in both. The proof substitutes the minimisers and expands.

```lean
/-- Free-energy change of a vertical transition from state `i` to state `j`, for `k, h > 0`: the
solvent is equilibrated with `i`, then the slow field stays frozen and the fast one follows `j`. -/
theorem vertical_energy {k h Ei Ej : ℝ} (hk : 0 < k) (hh : 0 < h) {μi μj F F' S : Vec}
    (hi : FullyEquilibrated k h Ei μi F S) (hj : FastEquilibrated k h Ej μj F' S) :
    freeEnergy k h Ej μj F' S - freeEnergy k h Ei μi F S
      = Ej - Ei - h * ⟪μi, μj - μi⟫_ℝ - k / 2 * (‖μj‖ ^ 2 - ‖μi‖ ^ 2) := by
  obtain ⟨rfl, rfl⟩ := (equilibrated_iff hk hh Ei μi F S).2.1 hi
  obtain rfl := (equilibrated_iff hk hh Ej μj F' _).1.1 hj
  unfold freeEnergy
  simp only [inner_add_right, inner_sub_right, real_inner_smul_right, norm_smul, mul_pow,
    Real.norm_eq_abs, sq_abs, real_inner_self_eq_norm_sq, real_inner_comm μi μj]
  field_simp
  ring
```

In the final theorem, `Fg` and `Sg` belong to the relaxed ground state, and `Fe'` is the fast field just after absorption. Likewise `Fe` and `Se` belong to the relaxed excited state, and `Fg'` is the fast field just after emission. The second bracket is the excited-state free energy minus the ground-state one, which makes it the emission energy with its usual sign. Vibrational relaxation of the solute does not enter.

The proof applies `vertical_energy` once in each direction, as `A` and `B`. Since the emission energy is minus the change in `B`, the subtraction becomes the sum `A + B`, and the remaining $h$ terms form the squared norm.

```lean
/-- Solvent Stokes shift: for `a > 0` and `1 < εf < εs`, the absorption energy minus the emission
energy is `(f(εs) - f(εf)) |μe - μg|²`, when each transition starts from a fully equilibrated
solvent, freezes the slow field and re-equilibrates the fast one. -/
theorem stokes_shift {a εf εs Eg Ee : ℝ} (ha : 0 < a) (h1 : 1 < εf) (h2 : εf < εs)
    {k h : ℝ} (hkdef : k = reactionFactor a εf)
    (hhdef : h = reactionFactor a εs - reactionFactor a εf)
    {μg μe Fg Sg Fe Se Fg' Fe' : Vec}
    (hg : FullyEquilibrated k h Eg μg Fg Sg) (he' : FastEquilibrated k h Ee μe Fe' Sg)
    (he : FullyEquilibrated k h Ee μe Fe Se) (hg' : FastEquilibrated k h Eg μg Fg' Se) :
    (freeEnergy k h Ee μe Fe' Sg - freeEnergy k h Eg μg Fg Sg)
      - (freeEnergy k h Ee μe Fe Se - freeEnergy k h Eg μg Fg' Se)
      = (reactionFactor a εs - reactionFactor a εf) * ‖μe - μg‖ ^ 2 := by
  obtain ⟨hk, hlt⟩ := reactionFactor_pos_lt ha h1 h2
  rw [← hkdef] at hk
  have hh : 0 < h := by linarith
  -- absorption starts from the ground state, emission from the excited state
  have A := vertical_energy hk hh hg he'
  have B := vertical_energy hk hh he hg'
  rw [← hhdef, norm_sub_sq_real]
  simp only [inner_sub_right, real_inner_self_eq_norm_sq, real_inner_comm μg μe] at A B ⊢
  linear_combination A + B

end

end NonequilibriumSolvation
```

```lean
#print axioms NonequilibriumSolvation.equilibrium_field_matches
#print axioms NonequilibriumSolvation.stokes_shift
```

```
'NonequilibriumSolvation.equilibrium_field_matches' depends on axioms: [propext, Classical.choice, Quot.sound]
'NonequilibriumSolvation.stokes_shift' depends on axioms: [propext, Classical.choice, Quot.sound]
```
